# The error of cutting one bond between two fragments: an exact formula, and a bound from the decay of the fragment Green function

Let H be the one-particle Hamiltonian of a finite system whose sites are divided into two fragments, A and B. Its blocks within the fragments are H_A and H_B, and the only coupling is a bond of amplitude t between a site a in A and a site a' in B. At a complex energy z, write

G = (z − H)⁻¹, g = (z − H_A)⁻¹

for the Green functions of the joined system and of A alone. The site basis is orthonormal, and t may be complex; for real t, |t|² is t².

In a divide-and-conquer calculation, A would hold a core site i together with its buffer. For non-interacting electrons and a single cut bond, ignoring B replaces the Green function G_ii at i by g_ii, and the error studied here is the difference G_ii − g_ii.

## Green function and bond as matrices

```lean
import Mathlib

open Matrix

namespace FragmentGreenFunction

noncomputable section

variable {n A B : Type*} [Fintype n] [DecidableEq n] [Fintype A] [DecidableEq A]
  [Fintype B] [DecidableEq B]
```

The types `n`, `A` and `B` are finite sets of site labels. Mathlib supplies the matrix algebra.

```lean
/-- The Green function `(z - H)⁻¹` of a Hamiltonian matrix `H` at complex energy `z`. -/
def green (H : Matrix n n ℂ) (z : ℂ) : Matrix n n ℂ := (z • (1 : Matrix n n ℂ) - H)⁻¹
```

`green H z` is the matrix (z − H)⁻¹, where `z • 1` is z times the identity matrix. Mathlib assigns the value zero to the inverse of a singular matrix, so the theorems below carry invertibility as a hypothesis or prove it.

```lean
/-- Two fragments `A` and `B` joined by one bond of amplitude `t` between the sites
`a` and `a'`. -/
def linked (HA : Matrix A A ℂ) (HB : Matrix B B ℂ) (a : A) (a' : B) (t : ℂ) :
    Matrix (A ⊕ B) (A ⊕ B) ℂ :=
  fromBlocks HA (Matrix.single a a' t) (Matrix.single a' a (star t)) HB
```

`linked` builds H from four blocks. Its index type `A ⊕ B` is the disjoint union of the two site sets: `Sum.inl i` is site i of A, and `Sum.inr a'` is site a' of B. The matrix `Matrix.single a a' t` has the entry t in row a and column a', and zeros elsewhere. The opposite block holds the complex conjugate t̄, written `star t`.

## Three facts about a single bond

```lean
/-- An amplitude times its conjugate is its squared modulus. -/
theorem mul_star_eq (t : ℂ) : t * star t = (‖t‖ : ℂ) ^ 2 := by
  have h := Complex.mul_conj t
  rw [Complex.normSq_eq_norm_sq] at h
  push_cast at h
  exact h
```

This is t t̄ = |t|², stated as an equation between complex numbers.

```lean
omit [Fintype n] [DecidableEq n] in
/-- Propagation through a single bond: the matrix product reduces to one path. -/
theorem mul_single_mul_apply (X : Matrix A A ℂ) (Y : Matrix B n ℂ) (a : A) (b : B) (c : ℂ)
    (i : A) (j : n) : (X * Matrix.single a b c * Y) i j = X i a * c * Y b j := by
  have h : ∀ k, (X * Matrix.single a b c) i k = if b = k then X i a * c else 0 := by
    intro k
    rw [Matrix.mul_apply, Finset.sum_eq_single a]
    · by_cases hk : b = k <;> simp [hk]
    · intro x _ hx
      simp [Ne.symm hx]
    · simp
  rw [Matrix.mul_apply]
  simp only [h]
  simp
```

If S has the single nonzero entry c at position (a, b), then

(X S Y)_ij = X_ia c Y_bj.

By hand, both sums over intermediate sites collapse to one term. The proof does the same: `h` evaluates X S, which vanishes outside column b, and the last lines carry out the remaining sum.

```lean
omit [Fintype A] [Fintype B] in
/-- Two Hermitian fragments joined by one bond form a Hermitian Hamiltonian. -/
theorem linked_isHermitian {HA : Matrix A A ℂ} {HB : Matrix B B ℂ} (hA : HA.IsHermitian)
    (hB : HB.IsHermitian) (a : A) (a' : B) (t : ℂ) : (linked HA HB a a' t).IsHermitian := by
  refine Matrix.IsHermitian.fromBlocks hA ?_ hB
  ext i j
  by_cases h1 : a = j <;> by_cases h2 : a' = i <;>
    simp [Matrix.conjTranspose_apply, h1, h2]
```

If H_A and H_B are Hermitian, so is H, because the two coupling blocks are adjoints of each other. The proof checks this entry by entry.

## One excursion into B and back

```lean
/-- For any coupling blocks `V` and `W`, the Green function on `A` differs from that of the
isolated fragment by an excursion into `B` and back. -/
theorem green_block_sub (HA : Matrix A A ℂ) (HB : Matrix B B ℂ) (V : Matrix A B ℂ)
    (W : Matrix B A ℂ) (z : ℂ) (hA : IsUnit (z • (1 : Matrix A A ℂ) - HA))
    (hH : IsUnit (z • (1 : Matrix (A ⊕ B) (A ⊕ B) ℂ) - fromBlocks HA V W HB)) :
    (green (fromBlocks HA V W HB) z).toBlocks₁₁ - green HA z =
      green HA z * V * (green (fromBlocks HA V W HB) z).toBlocks₂₂ * W * green HA z := by
  have hM : z • (1 : Matrix (A ⊕ B) (A ⊕ B) ℂ) - fromBlocks HA V W HB =
      fromBlocks (z • (1 : Matrix A A ℂ) - HA) (-V) (-W) (z • (1 : Matrix B B ℂ) - HB) := by
    ext (i | i) (j | j) <;> simp [Matrix.one_apply]
  have r1 := Matrix.mul_nonsing_inv _ ((Matrix.isUnit_iff_isUnit_det _).mp hH)
  have r2 := Matrix.nonsing_inv_mul _ ((Matrix.isUnit_iff_isUnit_det _).mp hH)
  have g1 := Matrix.mul_nonsing_inv _ ((Matrix.isUnit_iff_isUnit_det _).mp hA)
  have g2 := Matrix.nonsing_inv_mul _ ((Matrix.isUnit_iff_isUnit_det _).mp hA)
  change _ * green (fromBlocks HA V W HB) z = 1 at r1
  change green (fromBlocks HA V W HB) z * _ = 1 at r2
  change _ * green HA z = 1 at g1
  change green HA z * _ = 1 at g2
  rw [hM] at r1 r2
  generalize green (fromBlocks HA V W HB) z = G at *
  generalize green HA z = g at *
  generalize z • (1 : Matrix A A ℂ) - HA = K at *
  rw [← fromBlocks_toBlocks G, fromBlocks_multiply, ← fromBlocks_one, fromBlocks_inj] at r1 r2
  -- two block equations, neither of which contains `HB`
  have e1 := r1.1
  have e2 := r2.2.2.1
  rw [Matrix.neg_mul, ← sub_eq_add_neg, sub_eq_iff_eq_add] at e1
  rw [Matrix.mul_neg, add_neg_eq_zero] at e2
  have hR : G.toBlocks₂₁ = G.toBlocks₂₂ * W * g := by
    rw [← e2, Matrix.mul_assoc, g1, Matrix.mul_one]
  have hP : G.toBlocks₁₁ = g + g * (V * G.toBlocks₂₁) := by
    calc G.toBlocks₁₁ = g * (K * G.toBlocks₁₁) := by
          rw [← Matrix.mul_assoc, g2, Matrix.one_mul]
      _ = g + g * (V * G.toBlocks₂₁) := by rw [e1, Matrix.mul_add, Matrix.mul_one]
  rw [hP, hR, add_sub_cancel_left]
  simp only [Matrix.mul_assoc]
```

Here the coupling blocks V (from row A to column B) and W (from row B to column A) are arbitrary, and nothing need be Hermitian. The hypotheses `hA` and `hH` say that z − H_A and z − H are invertible; z − H_B need not be. The conclusion is

G_AA − g = g V G_BB W g.

To derive it, put K = z − H_A, so that g K = K g = 1. The AA block of (z − H) G = 1 and the BA block of G (z − H) = 1 read

K G_AA − V G_BA = 1,

G_BA K − G_BB W = 0.

Multiplying the second equation by g from the right, and the first by g from the left, gives

G_BA = G_BB W g,

G_AA = g + g V G_BA.

Substituting the first of these into the second proves the identity. In the code, `e1` and `e2` are the two block equations, and `hR` and `hP` are their solved forms.

```lean
/-- For a single bond, the change of the Green function between sites `i` and `j` of `A` is
`|t|² g_ia G_a'a' g_aj`. -/
theorem green_linked_sub (HA : Matrix A A ℂ) (HB : Matrix B B ℂ) (a : A) (a' : B) (t z : ℂ)
    (hA : IsUnit (z • (1 : Matrix A A ℂ) - HA))
    (hH : IsUnit (z • (1 : Matrix (A ⊕ B) (A ⊕ B) ℂ) - linked HA HB a a' t)) (i j : A) :
    green (linked HA HB a a' t) z (Sum.inl i) (Sum.inl j) - green HA z i j =
      (‖t‖ : ℂ) ^ 2 * green HA z i a *
        green (linked HA HB a a' t) z (Sum.inr a') (Sum.inr a') * green HA z a j := by
  have h := congrFun (congrFun (green_block_sub HA HB _ _ z hA hH) i) j
  rw [Matrix.mul_assoc _ (Matrix.single a' a (star t)), Matrix.mul_assoc _ _ (_ * _),
    mul_single_mul_apply, ← Matrix.mul_assoc] at h
  have h2 : ∀ S : Matrix B B ℂ, (S * Matrix.single a' a (star t) * green HA z) a' j =
      S a' a' * star t * green HA z a j := fun S => mul_single_mul_apply S _ a' a _ a' j
  rw [h2] at h
  rw [← mul_star_eq]
  refine Eq.trans h ?_
  simp only [Matrix.toBlocks₂₂, Matrix.of_apply, linked]
  ring
```

For a single bond the matrix identity becomes, for any i and j in A,

G_ij − g_ij = |t|² g_ia G_a'a' g_aj.

With V and W each reduced to one entry, the right-hand side of the block identity is

g_ia t (G_BB W g)_a'j = g_ia t G_a'a' t̄ g_aj.

The proof applies the collapse rule `mul_single_mul_apply` once for each coupling block and then replaces t t̄ by |t|². The formula is exact and not a second-order approximation: G_a'a' belongs to the joined system and already contains every repeated crossing of the bond.

## Distance from the levels bounds a diagonal element

```lean
/-- At distance at least `δ > 0` from the spectrum of a Hermitian `H`, the matrix `z - H` is
invertible and each diagonal element of the Green function is at most `1/δ` in modulus. -/
theorem green_diag_bound {H : Matrix n n ℂ} (hH : H.IsHermitian) {z : ℂ} {δ : ℝ} (hδ : 0 < δ)
    (hz : ∀ E ∈ spectrum ℝ H, δ ≤ ‖z - (E : ℂ)‖) :
    IsUnit (z • (1 : Matrix n n ℂ) - H) ∧ ∀ j, ‖green H z j j‖ ≤ 1 / δ := by
  obtain ⟨U, E, hUU, hU, hE, hS⟩ : ∃ (U : Matrix n n ℂ) (E : n → ℝ), U * star U = 1 ∧
      star U * U = 1 ∧ (∀ k, δ ≤ ‖z - (E k : ℂ)‖) ∧
      H = U * diagonal (fun k => (E k : ℂ)) * star U := by
    refine ⟨hH.eigenvectorUnitary, hH.eigenvalues,
      Matrix.mem_unitaryGroup_iff.mp hH.eigenvectorUnitary.2,
      Matrix.mem_unitaryGroup_iff'.mp hH.eigenvectorUnitary.2,
      fun k => hz _ (hH.eigenvalues_mem_spectrum_real k), ?_⟩
    have h := hH.spectral_theorem
    rw [Unitary.conjStarAlgAut_apply] at h
    exact h
  have hne : ∀ k, z - (E k : ℂ) ≠ 0 := by
    intro k h
    have h' := hE k
    rw [h, norm_zero] at h'
    linarith
  have hd : diagonal (fun k => z - (E k : ℂ)) =
      z • (1 : Matrix n n ℂ) - diagonal (fun k => (E k : ℂ)) := by
    ext i j
    by_cases h : i = j <;> simp [h]
  have h0 : z • (1 : Matrix n n ℂ) - H = U * diagonal (fun k => z - (E k : ℂ)) * star U := by
    rw [hd, mul_sub, sub_mul, ← hS, mul_smul_comm, mul_one, smul_mul_assoc, hUU]
  have hD : diagonal (fun k => z - (E k : ℂ)) * diagonal (fun k => (z - (E k : ℂ))⁻¹) = 1 := by
    rw [diagonal_mul_diagonal, ← diagonal_one]
    congr 1
    funext k
    exact mul_inv_cancel₀ (hne k)
  -- the Green function in the eigenbasis
  have hinv : (z • (1 : Matrix n n ℂ) - H) *
      (U * diagonal (fun k => (z - (E k : ℂ))⁻¹) * star U) = 1 := by
    rw [h0]
    calc _ = U * diagonal (fun k => z - (E k : ℂ)) * (star U * U) *
          diagonal (fun k => (z - (E k : ℂ))⁻¹) * star U := by simp only [mul_assoc]
      _ = U * (diagonal (fun k => z - (E k : ℂ)) *
          diagonal (fun k => (z - (E k : ℂ))⁻¹)) * star U := by
            rw [hU, mul_one]; simp only [mul_assoc]
      _ = 1 := by rw [hD, mul_one, hUU]
  refine ⟨⟨⟨_, _, hinv, mul_eq_one_comm.mp hinv⟩, rfl⟩, fun j => ?_⟩
  have hrow : ∑ k, ‖U j k‖ ^ 2 = 1 := by
    have h := congrFun (congrFun hUU j) j
    rw [Matrix.mul_apply, Matrix.one_apply_eq] at h
    have h' : ((∑ k, ‖U j k‖ ^ 2 : ℝ) : ℂ) = 1 := by
      rw [← h]
      push_cast
      exact Finset.sum_congr rfl fun k _ => (mul_star_eq (U j k)).symm
    exact_mod_cast h'
  have hG : green H z = U * diagonal (fun k => (z - (E k : ℂ))⁻¹) * star U :=
    Matrix.inv_eq_right_inv hinv
  rw [hG, Matrix.mul_apply]
  calc _ ≤ ∑ k, ‖U j k‖ ^ 2 * (1 / δ) := by
        refine norm_sum_le_of_le _ fun k _ => ?_
        rw [Matrix.mul_diagonal, Matrix.star_apply, norm_mul, norm_mul, norm_star, norm_inv]
        have h1 : ‖z - (E k : ℂ)‖⁻¹ ≤ 1 / δ := by
          rw [← one_div]
          exact one_div_le_one_div_of_le hδ (hE k)
        calc _ = ‖U j k‖ ^ 2 * ‖z - (E k : ℂ)‖⁻¹ := by ring
          _ ≤ _ := mul_le_mul_of_nonneg_left h1 (sq_nonneg _)
    _ = 1 / δ := by rw [← Finset.sum_mul, hrow, one_mul]
```

The hypothesis `hz` says that every real E in the spectrum of H satisfies |z − E| ≥ δ, with δ > 0. Since H is Hermitian, its real spectrum is its whole spectrum. Physically, δ measures how far z stays from resonance with a level. The theorem gives two conclusions: z − H is invertible, and |G_jj| ≤ 1/δ for every site j.

By hand, diagonalise H = U diag(E_k) U†, with U unitary. Then

G = U diag(1/(z − E_k)) U†,

G_jj = Σ_k |U_jk|² / (z − E_k).

No denominator vanishes, because each has modulus at least δ. The weights |U_jk|² sum to one over k, since U U† = 1. Hence

|G_jj| ≤ Σ_k |U_jk|² / δ = 1/δ.

The code follows this order. `hinv` verifies that the proposed matrix is an inverse of z − H, `hrow` is the sum of the weights, and the final `calc` block, a chain of equalities and inequalities, is the estimate.

## The error at a site of the fragment

```lean
/-- Buffer error of a fragment calculation: the difference `G_ii - g_ii` between the joined system
and the isolated fragment is exactly `|t|² g_ia G_a'a' g_ai`. If `g_ia` and `g_ai` are at most `C
exp(-κ b)` in modulus and `z` is at least `δ > 0` from the levels of the joined system, the
difference is at most `|t|² C² exp(-2 κ b) / δ` in modulus. -/
theorem buffer_error {HA : Matrix A A ℂ} {HB : Matrix B B ℂ} (hA : HA.IsHermitian)
    (hB : HB.IsHermitian) (a : A) (a' : B) (t z : ℂ) {δ C κ b : ℝ} (hδ : 0 < δ)
    (hz : ∀ E ∈ spectrum ℝ (linked HA HB a a' t), δ ≤ ‖z - (E : ℂ)‖)
    (hu : IsUnit (z • (1 : Matrix A A ℂ) - HA)) (i : A)
    (hia : ‖green HA z i a‖ ≤ C * Real.exp (-(κ * b)))
    (hai : ‖green HA z a i‖ ≤ C * Real.exp (-(κ * b))) :
    green (linked HA HB a a' t) z (Sum.inl i) (Sum.inl i) - green HA z i i =
      (‖t‖ : ℂ) ^ 2 * green HA z i a *
        green (linked HA HB a a' t) z (Sum.inr a') (Sum.inr a') * green HA z a i ∧
    ‖green (linked HA HB a a' t) z (Sum.inl i) (Sum.inl i) - green HA z i i‖ ≤
      ‖t‖ ^ 2 * C ^ 2 * Real.exp (-(2 * κ * b)) / δ := by
  obtain ⟨hH, hG⟩ := green_diag_bound (linked_isHermitian hA hB a a' t) hδ hz
  have hid := green_linked_sub HA HB a a' t z hu hH i i
  refine ⟨hid, ?_⟩
  have hC : 0 ≤ C :=
    nonneg_of_mul_nonneg_left ((norm_nonneg _).trans hia) (Real.exp_pos _)
  have hexp : Real.exp (-(2 * κ * b)) = Real.exp (-(κ * b)) * Real.exp (-(κ * b)) := by
    rw [← Real.exp_add]
    congr 1
    ring
  have hG' := hG (Sum.inr a')
  rw [hid, norm_mul, norm_mul, norm_mul, norm_pow, Complex.norm_real, norm_norm]
  -- decay towards the cut, a bounded stay in `B`, decay on the way back
  calc _ ≤ ‖t‖ ^ 2 * (C * Real.exp (-(κ * b))) * (1 / δ) * (C * Real.exp (-(κ * b))) := by
        gcongr
    _ = _ := by rw [hexp]; ring
```

The hypotheses, in order, are that both fragments are Hermitian, that z keeps a distance of at least δ > 0 from the levels of the joined system, that z − H_A is invertible, and that

|g_ia| ≤ C exp(−κb), |g_ai| ≤ C exp(−κb).

The last condition is assumed, not derived from a gap or from short-ranged hopping. It stands for the decay of propagation inside the fragment: b is the buffer width between i and the cut, κ an inverse decay length at energy z, and C a prefactor. To Lean all three are just real numbers, with no geometry attached.

The symbol `∧` joins the two conclusions, which are the exact formula with j = i and the bound:

G_ii − g_ii = |t|² g_ia G_a'a' g_ai,

|G_ii − g_ii| ≤ |t|² C² exp(−2κb) / δ.

For the bound, take moduli in the formula and insert the three estimates:

|t|² |g_ia| |G_a'a'| |g_ai| ≤ |t|² · C exp(−κb) · (1/δ) · C exp(−κb).

The factor 2 in the exponent comes from travelling to the cut and back. In the proof, `hG'` is the bound on G_a'a', `gcongr` multiplies the inequalities factor by factor, and `hexp` combines the exponentials. That multiplication needs C ≥ 0, which `hC` reads off from the decay hypothesis.

## Why δ refers to the joined system

Suppose the distance condition on the levels of H is dropped, and z is only required to lie at least δ from the levels of the separate fragments. The bound can then fail with one site in each fragment. Take

H_A = 0, H_B = 1/2, t = 1/2, z = 1.

The fragment levels 0 and 1/2 are both at least 1/2 away from z, which suggests δ = 1/2. Here i = a and g_aa = 1, so C = 1 and b = 0 satisfy the decay condition, and the bound would read

|t|² / δ = 1/2.

The joined system, however, has

G_a'a' = 1 / (1/2 − 1/4) = 4,

so the actual change is (1/4) · 4 = 1. The bond has pushed a level up to about 0.81, only 0.19 from z.

## Weighted sums over several energies

```lean
/-- For a weighted sum of Green functions over several poles `z k`, the buffer error at site `i` is
at most the sum of the moduli of the weights times the single-pole bound. -/
theorem pole_sum_error {ι : Type*} [Fintype ι] {HA : Matrix A A ℂ} {HB : Matrix B B ℂ}
    (hA : HA.IsHermitian) (hB : HB.IsHermitian) (a : A) (a' : B) (t : ℂ) (w z : ι → ℂ)
    {δ C κ b : ℝ} (hδ : 0 < δ)
    (hz : ∀ k, ∀ E ∈ spectrum ℝ (linked HA HB a a' t), δ ≤ ‖z k - (E : ℂ)‖)
    (hu : ∀ k, IsUnit (z k • (1 : Matrix A A ℂ) - HA)) (i : A)
    (hia : ∀ k, ‖green HA (z k) i a‖ ≤ C * Real.exp (-(κ * b)))
    (hai : ∀ k, ‖green HA (z k) a i‖ ≤ C * Real.exp (-(κ * b))) :
    ‖∑ k, w k * green (linked HA HB a a' t) (z k) (Sum.inl i) (Sum.inl i) -
        ∑ k, w k * green HA (z k) i i‖ ≤
      (∑ k, ‖w k‖) * (‖t‖ ^ 2 * C ^ 2 * Real.exp (-(2 * κ * b)) / δ) := by
  rw [← Finset.sum_sub_distrib, Finset.sum_mul]
  refine norm_sum_le_of_le _ fun k _ => ?_
  rw [← mul_sub, norm_mul]
  exact mul_le_mul_of_nonneg_left
    (buffer_error hA hB a a' t (z k) hδ (hz k) (hu k) i (hia k) (hai k)).2 (norm_nonneg _)

end

end FragmentGreenFunction
```

Now there are finitely many energies z_k with complex weights w_k, and the hypotheses of the previous theorem hold at every z_k with the same δ, C, κ and b. Subtracting the two sums term by term and using the triangle inequality gives

|Σ_k w_k G_ii(z_k) − Σ_k w_k g_ii(z_k)| ≤ (Σ_k |w_k|) |t|² C² exp(−2κb) / δ.

The proof combines the sums, factors out w_k and applies the bound in `buffer_error` to each term.

Some pole expansions write the density matrix as such a sum, up to a constant multiple of the identity that cancels in the difference. For non-interacting electrons and one cut bond the theorem then limits the buffer error in a site occupation computed that way. It does not cover the error of the pole expansion itself. Both sums also use the same energies and weights, so a fragment given its own chemical potential is not described.

```lean
#print axioms FragmentGreenFunction.pole_sum_error
```

```
'FragmentGreenFunction.pole_sum_error' depends on axioms: [propext, Classical.choice, Quot.sound]
```
